# The current of states at one real energy is the same through every plane of a Hermitian layer stack

An electron at fixed energy crosses an interface whose layers differ in composition and even in their number of orbitals, so its amplitudes change from layer to layer, and one may ask whether the current depends on the plane where it is evaluated. It does not, provided that the energy is real, that each layer's own Hamiltonian block is Hermitian, and that only neighbouring layers are coupled, with the backward coupling the adjoint of the forward one.

```lean
import Mathlib

open Matrix

namespace LayerCurrent

noncomputable section

variable {ι : ℤ → Type} [∀ n, Fintype (ι n)]

/-- The layer amplitudes `x` solve the block equations
`V_(n-1)ᴴ x_(n-1) + H_n x_n + V_n x_(n+1) = E x_n` on all layers `p < n ≤ q`
(written here at layer `n + 1`). -/
def SolvesLayers (H : ∀ n, Matrix (ι n) (ι n) ℂ) (V : ∀ n, Matrix (ι n) (ι (n + 1)) ℂ)
    (E : ℂ) (p q : ℤ) (x : ∀ n, ι n → ℂ) : Prop :=
  ∀ n, p ≤ n → n < q →
    (V n)ᴴ *ᵥ x n + H (n + 1) *ᵥ x (n + 1) + V (n + 1) *ᵥ x (n + 1 + 1) = E • x (n + 1)

/-- The two-state current `⟨φ_n, V_n ψ_(n+1)⟩ - ⟨V_n φ_(n+1), ψ_n⟩` through the plane
between layers `n` and `n + 1`. -/
def layerCurrent (V : ∀ n, Matrix (ι n) (ι (n + 1)) ℂ) (φ ψ : ∀ n, ι n → ℂ) (n : ℤ) : ℂ :=
  star (φ n) ⬝ᵥ (V n *ᵥ ψ (n + 1)) - star (V n *ᵥ φ (n + 1)) ⬝ᵥ ψ n

/-- The particle current `2 Im ⟨x_n, V_n x_(n+1)⟩` of one state, counted from layer `n + 1`
to layer `n`, in units with `ħ = 1`. -/
def particleCurrent (V : ∀ n, Matrix (ι n) (ι (n + 1)) ℂ) (x : ∀ n, ι n → ℂ) (n : ℤ) : ℝ :=
  2 * (star (x n) ⬝ᵥ (V n *ᵥ x (n + 1))).im

/-- A block moves from one side of the inner product to the other as its adjoint. -/
theorem adjoint_move {a b : Type} [Fintype a] [Fintype b] (A : Matrix a b ℂ)
    (x : b → ℂ) (y : a → ℂ) : star (A *ᵥ x) ⬝ᵥ y = star x ⬝ᵥ (Aᴴ *ᵥ y) := by
  rw [Matrix.star_mulVec, Matrix.dotProduct_mulVec]

/-- The inner product of a layer amplitude with itself is the sum of its orbital weights. -/
theorem self_overlap {a : Type} [Fintype a] (u : a → ℂ) :
    star u ⬝ᵥ u = ((∑ i, ‖u i‖ ^ 2 : ℝ) : ℂ) := by
  rw [Complex.ofReal_sum]
  refine Finset.sum_congr rfl fun i _ => ?_
  rw [Pi.star_apply, Complex.star_def, Complex.conj_mul', Complex.ofReal_pow]

/-- Balance over a slab with Hermitian blocks: for states at complex energies `E'` and `E`, the
currents through planes `m` and `p` differ by `E - conj E'` times the overlap of the states in
between. -/
theorem current_balance {H : ∀ n, Matrix (ι n) (ι n) ℂ}
    {V : ∀ n, Matrix (ι n) (ι (n + 1)) ℂ} {E E' : ℂ} {p q m : ℤ} {φ ψ : ∀ n, ι n → ℂ}
    (hH : ∀ n, p < n → n ≤ q → (H n).IsHermitian)
    (hφ : SolvesLayers H V E' p q φ) (hψ : SolvesLayers H V E p q ψ)
    (hpm : p ≤ m) (hmq : m ≤ q) :
    layerCurrent V φ ψ m - layerCurrent V φ ψ p =
      (E - star E') * ∑ n ∈ Finset.Ioc p m, star (φ n) ⬝ᵥ ψ n := by
  induction m, hpm using Int.leInduction with
  | base => simp
  | succ n hn ih =>
    have ih' := ih (by omega)
    -- pair each layer equation with the other state
    have h1 := congrArg (fun v => star (φ (n + 1)) ⬝ᵥ v) (hψ n hn (by omega))
    have h2 := congrArg (fun v => star v ⬝ᵥ ψ (n + 1)) (hφ n hn (by omega))
    simp only [dotProduct_add, dotProduct_smul, smul_eq_mul] at h1
    simp only [star_add, star_smul, add_dotProduct, smul_dotProduct, smul_eq_mul] at h2
    have e1 := adjoint_move (V n)ᴴ (φ n) (ψ (n + 1))
    rw [Matrix.conjTranspose_conjTranspose] at e1
    -- the Hermitian block cancels between the two equations
    have e2 := adjoint_move (H (n + 1)) (φ (n + 1)) (ψ (n + 1))
    rw [(hH (n + 1) (by omega) hmq).eq] at e2
    have e3 := adjoint_move (V n) (φ (n + 1)) (ψ n)
    have hs : Finset.Ioc p (n + 1) = insert (n + 1) (Finset.Ioc p n) := by
      ext j
      simp only [Finset.mem_Ioc, Finset.mem_insert]
      omega
    rw [hs, Finset.sum_insert (by simp)]
    unfold layerCurrent at ih' ⊢
    linear_combination ih' + h1 - h2 + e1 + e2 + e3

/-- Current conservation: for two states at the same real energy in a layered system with
Hermitian blocks, the two-state current is the same through all planes from `p` to `q`. -/
theorem current_plane_independent {H : ∀ n, Matrix (ι n) (ι n) ℂ}
    {V : ∀ n, Matrix (ι n) (ι (n + 1)) ℂ} {E : ℝ} {p q m n : ℤ} {φ ψ : ∀ n, ι n → ℂ}
    (hH : ∀ n, p < n → n ≤ q → (H n).IsHermitian)
    (hφ : SolvesLayers H V E p q φ) (hψ : SolvesLayers H V E p q ψ)
    (hpm : p ≤ m) (hmq : m ≤ q) (hpn : p ≤ n) (hnq : n ≤ q) :
    layerCurrent V φ ψ m = layerCurrent V φ ψ n := by
  have h1 := current_balance hH hφ hψ hpm hmq
  have h2 := current_balance hH hφ hψ hpn hnq
  rw [Complex.star_def, Complex.conj_ofReal, sub_self, zero_mul] at h1 h2
  linear_combination h1 - h2

/-- The two-state current of a state with itself is `i` times its particle current. -/
theorem layerCurrent_self (V : ∀ n, Matrix (ι n) (ι (n + 1)) ℂ) (x : ∀ n, ι n → ℂ) (n : ℤ) :
    layerCurrent V x x n = Complex.I * (particleCurrent V x n : ℂ) := by
  unfold layerCurrent particleCurrent
  rw [Matrix.star_dotProduct (V n *ᵥ x (n + 1)) (x n)]
  generalize star (x n) ⬝ᵥ (V n *ᵥ x (n + 1)) = z
  rw [Complex.star_def, Complex.sub_conj]
  ring

/-- With Hermitian blocks, at complex energy `E` the particle currents through planes `m` and `p`
differ by `2 Im E` times the total weight of the state on the layers in between. -/
theorem particle_balance {H : ∀ n, Matrix (ι n) (ι n) ℂ}
    {V : ∀ n, Matrix (ι n) (ι (n + 1)) ℂ} {E : ℂ} {p q m : ℤ} {x : ∀ n, ι n → ℂ}
    (hH : ∀ n, p < n → n ≤ q → (H n).IsHermitian) (hx : SolvesLayers H V E p q x)
    (hpm : p ≤ m) (hmq : m ≤ q) :
    particleCurrent V x m - particleCurrent V x p =
      2 * E.im * ∑ n ∈ Finset.Ioc p m, ∑ i, ‖x n i‖ ^ 2 := by
  have h := current_balance hH hx hx hpm hmq
  simp only [layerCurrent_self, self_overlap] at h
  rw [← Complex.ofReal_sum] at h
  generalize (∑ n ∈ Finset.Ioc p m, ∑ i, ‖x n i‖ ^ 2) = S at h ⊢
  have him := congrArg Complex.im h
  simp only [Complex.sub_im, Complex.sub_re, Complex.mul_im, Complex.I_re, Complex.I_im,
    Complex.ofReal_re, Complex.ofReal_im, Complex.star_def, Complex.conj_re,
    Complex.conj_im] at him
  linear_combination him

/-- With Hermitian blocks, a state at real energy that vanishes on the layer `q + 1` just beyond a
surface carries no particle current through any plane from `p` to `q`. -/
theorem no_current_at_hard_wall {H : ∀ n, Matrix (ι n) (ι n) ℂ}
    {V : ∀ n, Matrix (ι n) (ι (n + 1)) ℂ} {E : ℝ} {p q n : ℤ} {x : ∀ n, ι n → ℂ}
    (hH : ∀ n, p < n → n ≤ q → (H n).IsHermitian) (hx : SolvesLayers H V E p q x)
    (hwall : x (q + 1) = 0) (hpn : p ≤ n) (hnq : n ≤ q) : particleCurrent V x n = 0 := by
  have h1 := particle_balance hH hx hpn hnq
  have h2 := particle_balance hH hx (hpn.trans hnq) le_rfl
  have h3 : particleCurrent V x q = 0 := by simp [particleCurrent, hwall]
  rw [Complex.ofReal_im, mul_zero, zero_mul] at h1 h2
  linarith

/-- The Bloch wave `exp(i k n) u` with orbital amplitudes `u` in a uniform stack of layers. -/
def blochWave {a : Type} (k : ℝ) (u : a → ℂ) (n : ℤ) : a → ℂ :=
  Complex.exp (k * n * Complex.I) • u

/-- In a uniform stack with on-site energy `ε` and hopping `t`, the Bloch wave solves the layer
equations at energy `ε + 2 t cos k` and has particle current `2 t sin k` times its weight
per layer. -/
theorem blochWave_witness {a : Type} [Fintype a] [DecidableEq a] (ε t k : ℝ) (u : a → ℂ)
    (p q n : ℤ) :
    ((ε : ℂ) • (1 : Matrix a a ℂ)).IsHermitian ∧
    SolvesLayers (ι := fun _ => a) (fun _ => (ε : ℂ) • (1 : Matrix a a ℂ))
      (fun _ => (t : ℂ) • (1 : Matrix a a ℂ)) ((ε + 2 * t * Real.cos k : ℝ) : ℂ) p q
      (blochWave k u) ∧
    particleCurrent (ι := fun _ => a) (fun _ => (t : ℂ) • (1 : Matrix a a ℂ))
      (blochWave k u) n = 2 * t * Real.sin k * ∑ i, ‖u i‖ ^ 2 := by
  have hadj (c : ℝ) : ((c : ℂ) • (1 : Matrix a a ℂ))ᴴ = (c : ℂ) • (1 : Matrix a a ℂ) := by
    rw [Matrix.conjTranspose_smul, Matrix.conjTranspose_one, Complex.star_def,
      Complex.conj_ofReal]
  refine ⟨hadj ε, ?_, ?_⟩
  · intro j _ _
    change ((t : ℂ) • (1 : Matrix a a ℂ))ᴴ *ᵥ blochWave k u j
      + ((ε : ℂ) • (1 : Matrix a a ℂ)) *ᵥ blochWave k u (j + 1)
      + ((t : ℂ) • (1 : Matrix a a ℂ)) *ᵥ blochWave k u (j + 1 + 1)
      = ((ε + 2 * t * Real.cos k : ℝ) : ℂ) • blochWave k u (j + 1)
    -- neighbouring layers differ by a phase
    have h1 : Complex.exp (k * (j : ℂ) * Complex.I) =
        Complex.exp (k * ((j + 1 : ℤ) : ℂ) * Complex.I) * Complex.exp (-k * Complex.I) := by
      rw [← Complex.exp_add]
      congr 1
      push_cast
      ring
    have h2 : Complex.exp (k * ((j + 1 + 1 : ℤ) : ℂ) * Complex.I) =
        Complex.exp (k * ((j + 1 : ℤ) : ℂ) * Complex.I) * Complex.exp (k * Complex.I) := by
      rw [← Complex.exp_add]
      congr 1
      push_cast
      ring
    have hE : 2 * ((Real.cos k : ℝ) : ℂ) =
        Complex.exp (k * Complex.I) + Complex.exp (-k * Complex.I) := by
      rw [Complex.ofReal_cos, Complex.two_cos]
    rw [hadj]
    ext i
    simp only [blochWave, Matrix.smul_mulVec, Matrix.one_mulVec, Pi.add_apply, Pi.smul_apply,
      smul_eq_mul, Complex.ofReal_add, Complex.ofReal_mul, Complex.ofReal_ofNat]
    linear_combination (t : ℂ) * u i * h1 + (t : ℂ) * u i * h2
      - (t : ℂ) * Complex.exp (k * ((j + 1 : ℤ) : ℂ) * Complex.I) * u i * hE
  · have hph : star (Complex.exp (k * (n : ℂ) * Complex.I)) *
        Complex.exp (k * ((n + 1 : ℤ) : ℂ) * Complex.I) = Complex.exp (k * Complex.I) := by
      rw [Complex.star_def, ← Complex.exp_conj, ← Complex.exp_add]
      congr 1
      simp only [map_mul, Complex.conj_ofReal, Complex.conj_I, map_intCast]
      push_cast
      ring
    have hov : star (blochWave k u n) ⬝ᵥ
        (((t : ℂ) • (1 : Matrix a a ℂ)) *ᵥ blochWave k u (n + 1)) =
        ((t * ∑ i, ‖u i‖ ^ 2 : ℝ) : ℂ) * Complex.exp (k * Complex.I) := by
      simp only [blochWave, Matrix.smul_mulVec, Matrix.one_mulVec, star_smul, smul_dotProduct,
        dotProduct_smul, smul_eq_mul, self_overlap]
      rw [Complex.ofReal_mul]
      linear_combination (t : ℂ) * ((∑ i, ‖u i‖ ^ 2 : ℝ) : ℂ) * hph
    change 2 * (star (blochWave k u n) ⬝ᵥ
      (((t : ℂ) • (1 : Matrix a a ℂ)) *ᵥ blochWave k u (n + 1))).im = _
    rw [hov, Complex.im_ofReal_mul, Complex.exp_ofReal_mul_I_im]
    ring

end

end LayerCurrent
```

```lean
#print axioms LayerCurrent.current_plane_independent
-- 'LayerCurrent.current_plane_independent' depends on axioms: [propext, Classical.choice, Quot.sound]
#print axioms LayerCurrent.no_current_at_hard_wall
-- 'LayerCurrent.no_current_at_hard_wall' depends on axioms: [propext, Classical.choice, Quot.sound]
```

## Layers, planes and the two currents

Layer n carries a finite set of orbitals, and x_n is the vector of a state's amplitudes on them. The square matrix H_n acts within layer n. The matrix V_n takes amplitudes on layer n+1 to layer n, and it is rectangular when the two layers have different numbers of orbitals. Write † for the adjoint and ⟨a, b⟩ for the inner product, conjugate-linear in a. The stationary equation on layer n is then

V_(n-1)† x_(n-1) + H_n x_n + V_n x_(n+1) = E x_n.

Let φ and ψ both solve it on the layers p < n ≤ q. Their two-state current through the plane between layers n and n+1 is

W_n = ⟨φ_n, V_n ψ_(n+1)⟩ − ⟨V_n φ_(n+1), ψ_n⟩.

The theorem `current_plane_independent` says that if H_n is Hermitian for p < n ≤ q and both states have the same real energy E, then W_m = W_n for any two planes m and n from p to q.

For a single state x the measurable quantity is the particle current

J_n = 2 Im⟨x_n, V_n x_(n+1)⟩,

in units with ħ = 1. It is positive when probability flows from layer n+1 to layer n. This sign follows from the time-dependent Schrödinger equation, which gives d‖x_n‖²/dt = J_n − J_(n-1): what enters layer n from above, minus what leaves it below. With φ = ψ = x, the two-state current is W_n = i J_n.

## How the Lean statement encodes the stack

The orbital sets are a family `ι : ℤ → Type`, so a state is a function `x : ∀ n, ι n → ℂ` whose vector length may vary with the layer. The inner product ⟨a, b⟩ is `star a ⬝ᵥ b`, and `ᴴ` is the adjoint. `SolvesLayers H V E p q x` states the layer equation at layer n+1 for p ≤ n < q. These are the same layers as before, and the shift lets the types of the rectangular blocks match without conversions. The equations involve amplitudes from layer p up to layer q+1.

The definitions `layerCurrent` and `particleCurrent` are W_n and J_n. In the main theorem the energy has type `ℝ`, which is how its reality is imposed.

Two conditions carry the physics. Hermitian H_n means that no layer in the range absorbs or emits particles; an optical potential with an imaginary part, such as an absorbing boundary layer, would violate it. The backward coupling is the adjoint of the forward one, which makes hopping between layers conserve probability as well. The matrices V_n are otherwise arbitrary and need not be invertible.

The model is non-interacting, with finitely many orthonormal orbitals per layer, as for a layered crystal at a fixed in-plane wave vector. The theorems take solutions as given; they neither construct scattering states nor derive a conductance. Within such a model, equal currents at different planes are a consistency test for a numerically computed scattering state.

## Why the current cannot change between planes

It pays to allow two complex energies at first, E' for φ and E for ψ. Take the inner product of φ_(n+1) with the ψ equation on layer n+1:

⟨φ_(n+1), V_n† ψ_n⟩ + ⟨φ_(n+1), H_(n+1) ψ_(n+1)⟩ + ⟨φ_(n+1), V_(n+1) ψ_(n+2)⟩ = E ⟨φ_(n+1), ψ_(n+1)⟩.

Then take the inner product of the φ equation with ψ_(n+1). The energy now stands in the conjugated slot:

⟨V_n† φ_n, ψ_(n+1)⟩ + ⟨H_(n+1) φ_(n+1), ψ_(n+1)⟩ + ⟨V_(n+1) φ_(n+2), ψ_(n+1)⟩ = conj(E') ⟨φ_(n+1), ψ_(n+1)⟩.

Subtract the second line from the first. The H terms cancel because H_(n+1) is Hermitian. Moving V_n† across the inner product turns the difference of the first terms into

⟨V_n φ_(n+1), ψ_n⟩ − ⟨φ_n, V_n ψ_(n+1)⟩ = −W_n,

while the difference of the last terms is W_(n+1). Hence

W_(n+1) − W_n = (E − conj(E')) ⟨φ_(n+1), ψ_(n+1)⟩.

Adding these relations from plane p to plane m gives

W_m − W_p = (E − conj(E')) Σ_(p<n≤m) ⟨φ_n, ψ_n⟩.

When both energies equal the same real number, the prefactor vanishes and W_m = W_p for every plane m in the range.

The Lean proof follows this route. `adjoint_move` is the rule for carrying a matrix across the inner product. `current_balance` proves the summed relation by induction on m, starting from m = p, where the sum is empty. In the induction step, `h1` and `h2` are the two paired equations, `e1` and `e3` move the couplings, and `e2` moves the Hermitian block. The equation `hs` splits the newest layer off the sum, and `linear_combination` performs the subtraction. `current_plane_independent` then compares each of its two planes with plane p.

## Particle balance and the hard wall

For one state, put z = ⟨x_n, V_n x_(n+1)⟩. The second term of W_n is conj(z), so

W_n = z − conj(z) = 2i Im z = i J_n,

which is `layerCurrent_self`. Since E − conj(E) = 2i Im E, and since `self_overlap` identifies ⟨x_n, x_n⟩ with ‖x_n‖², the sum of the squared moduli of the orbital amplitudes, the balance relation becomes

J_m − J_p = 2 Im E Σ_(p<n≤m) ‖x_n‖².

This is `particle_balance`, obtained in Lean by taking imaginary parts. With the time factor exp(−iEt), the weight of the state on these layers grows at the relative rate 2 Im E, and the net inflow through the two bounding planes supplies exactly that growth.

At real energy J_n is therefore constant. If the state also vanishes on layer q+1, just beyond a surface, then J_q = 2 Im⟨x_q, 0⟩ = 0, and so J_n = 0 on all planes from p to q. `no_current_at_hard_wall` proves this by comparing planes n and q with plane p. An incoming wave and its reflection may each carry current, but their superposition carries none.

## A Bloch wave that carries current

The constant need not be zero. Take a uniform stack in which every orbital has on-site energy ε and couples with real strength t to the same orbital on the neighbouring layers. Let

x_n = exp(ikn) u,

where u is a fixed vector of orbital amplitudes and k is the real phase advance per layer. Substitution into the layer equation gives

t exp(−ik) + ε + t exp(ik) = ε + 2t cos k,

so the wave solves it at this real energy. Neighbouring amplitudes differ by the phase exp(ik), hence

⟨x_n, t x_(n+1)⟩ = t exp(ik) ‖u‖²,

J_n = 2t sin k ‖u‖².

The result does not depend on n, and it is nonzero whenever t, sin k and u are. `blochWave_witness` proves the Hermiticity of the block, the layer equations and the value of the current. In its proof `h1` and `h2` are the phase relations to the two neighbouring layers, `hE` writes 2 cos k as a sum of exponentials, and `hov` is the inner product whose imaginary part gives the current.

The sign agrees with the group velocity: dE/dk = −2t sin k is the velocity towards increasing n, whereas J_n counts flow towards decreasing n.
